# The hard-sphere p-wave phase shift is arctan(ka) − ka, up to multiples of π

A particle with wavenumber $k$ scatters from an impenetrable sphere of radius $a$, and its p wave must vanish at the surface. Take $ka=1$. Outside the sphere the wave is $\cos\delta\,j_1-\sin\delta\,n_1$, where $\delta$ is the phase shift and $j_1$, $n_1$ are the spherical Bessel and Neumann functions of order one. At the surface

$$j_1(1)=\sin 1-\cos 1=-\sqrt2\,\sin(\tfrac{\pi}{4}-1),\qquad n_1(1)=-\cos 1-\sin 1=-\sqrt2\,\cos(\tfrac{\pi}{4}-1).$$

The surface value is therefore $\sqrt2\,\sin\bigl(\delta-(\tfrac{\pi}{4}-1)\bigr)$. It vanishes exactly when $\delta=\tfrac{\pi}{4}-1+n\pi$ with $n$ an integer. Since $\tfrac{\pi}{4}=\arctan 1$, this is the general formula at $ka=1$.

## Free motion with one unit of angular momentum

Outside the sphere there is no potential, only the centrifugal term for angular momentum one. With $x=kr$, where $r$ is the distance from the centre, the radial function $u$ (the wave times $x$) obeys $u''=(2/x^2-1)u$. The elementary formulas for the two functions fix the sign convention; $n_1$ is often written $y_1$.

```lean
import Mathlib

open Real Filter Topology

namespace HardSpherePWave

noncomputable section

/-- The spherical Bessel function of order one, for `x ≠ 0`. -/
def j1 (x : ℝ) : ℝ := Real.sin x / x ^ 2 - Real.cos x / x

/-- The spherical Neumann function of order one, for `x ≠ 0`. -/
def n1 (x : ℝ) : ℝ := -Real.cos x / x ^ 2 - Real.sin x / x

/-- The p wave outside the sphere with phase shift `δ`, at the dimensionless
distance `x = kr ≠ 0`. -/
def pWave (δ x : ℝ) : ℝ := Real.cos δ * j1 x - Real.sin δ * n1 x
```

The minus sign in `pWave` makes a repulsive sphere of small $ka$ give a negative shift. The candidate for the shift is $\theta(x)=\arctan x-x$, called `hardShift`. Its argument is the surface value $x=ka$, while the argument of `pWave` can be any $x=kr\neq0$.

```lean
/-- The closed form `arctan x - x`, as a function of the dimensionless radius `x = ka`. -/
def hardShift (x : ℝ) : ℝ := Real.arctan x - x
```

The addition formulas for sine and cosine turn the exterior wave into

$$\cos\delta\,j_1(x)-\sin\delta\,n_1(x)=\frac{\sin(x+\delta)}{x^2}-\frac{\cos(x+\delta)}{x}.$$

At large $x$ the second term dominates and equals $\sin(x-\tfrac{\pi}{2}+\delta)/x$, so $\delta$ is the usual scattering phase.

```lean
/-- The exterior p wave is the order-one Bessel form with the phase shift added to the
argument of the sine and cosine. -/
theorem pWave_eq (δ x : ℝ) :
    pWave δ x = Real.sin (x + δ) / x ^ 2 - Real.cos (x + δ) / x := by
  unfold pWave j1 n1
  rw [Real.sin_add, Real.cos_add]
  ring
```

With $s=x+\delta$, the radial function and its derivatives are

$$u=\frac{\sin s}{x}-\cos s,\qquad u'=\frac{\cos s}{x}-\frac{\sin s}{x^2}+\sin s,$$

$$u''=\frac{2\sin s}{x^3}-\frac{2\cos s}{x^2}-\frac{\sin s}{x}+\cos s=\Bigl(\frac{2}{x^2}-1\Bigr)u.$$

The theorem below says that for every real $\delta$ there is a function `u'` that is the derivative of $u$ at all $x\neq0$ and whose own derivative is $(2/x^2-1)u$. The proof supplies the `u'` above, differentiates by the product and quotient rules, and leaves the algebra to `field_simp` and `ring`.

```lean
/-- For every phase shift, `u = x * pWave δ x` solves the free radial equation
`u'' = (2 / x ^ 2 - 1) u` at all `x ≠ 0`; here `u'` is the first derivative of `u`. -/
theorem pWave_radial_equation (δ : ℝ) :
    ∃ u' : ℝ → ℝ,
      (∀ x, x ≠ 0 → HasDerivAt (fun y => y * pWave δ y) (u' x) x) ∧
      ∀ x, x ≠ 0 → HasDerivAt u' ((2 / x ^ 2 - 1) * (x * pWave δ x)) x := by
  have hS : ∀ x, HasDerivAt (fun y => Real.sin (y + δ)) (Real.cos (x + δ)) x := fun x => by
    simpa using ((hasDerivAt_id' x).add_const δ).sin
  have hC : ∀ x, HasDerivAt (fun y => Real.cos (y + δ)) (-Real.sin (x + δ)) x := fun x => by
    simpa using ((hasDerivAt_id' x).add_const δ).cos
  have hq : ∀ x : ℝ, HasDerivAt (fun y : ℝ => y ^ 2) (2 * x) x := fun x => by
    simpa using hasDerivAt_pow 2 x
  refine ⟨fun y => Real.cos (y + δ) / y - Real.sin (y + δ) / y ^ 2 + Real.sin (y + δ),
    fun x hx => ?_, fun x hx => ?_⟩
  · -- first derivative, by the product and quotient rules
    have e : (fun y => y * pWave δ y) =
        fun y => y * (Real.sin (y + δ) / y ^ 2 - Real.cos (y + δ) / y) := by
      funext y
      rw [pWave_eq]
    rw [e]
    refine ((hasDerivAt_id' x).fun_mul (((hS x).fun_div (hq x) (pow_ne_zero 2 hx)).fun_sub
      ((hC x).fun_div (hasDerivAt_id' x) hx))).congr_deriv ?_
    field_simp
    ring
  · -- second derivative
    rw [pWave_eq]
    refine ((((hC x).fun_div (hasDerivAt_id' x) hx).fun_sub
      ((hS x).fun_div (hq x) (pow_ne_zero 2 hx))).fun_add (hS x)).congr_deriv ?_
    field_simp
    ring
```

If a potential acted outside the sphere, the equation would gain a potential term, and these waves would not solve it where that term is nonzero. The link to scattering in three dimensions is the partial-wave reduction: standard theory separates the three-dimensional Schrödinger equation and leaves a multiple of this wave as the exterior p component.

## A sphere of nonzero radius

The condition $x\neq0$ says that the sphere has a surface and the particle has a nonzero wavenumber. Physically $x=ka>0$, though the identities also hold for negative $x$. By hand, the condition permits multiplying by $x^2$ and dividing by it again:

$$x^2j_1=\sin x-x\cos x,\qquad x^2n_1=-\cos x-x\sin x.$$

```lean
/-- The functions `j1` and `n1` at `x ≠ 0`, cleared of their denominators. -/
theorem cleared_forms {x : ℝ} (hx : x ≠ 0) :
    x ^ 2 * j1 x = Real.sin x - x * Real.cos x ∧
    x ^ 2 * n1 x = -Real.cos x - x * Real.sin x := by
  constructor
  · unfold j1
    field_simp
  · unfold n1
    field_simp
```

Put $R=\sqrt{1+x^2}$. Then $\sin(\arctan x)=x/R$ and $\cos(\arctan x)=1/R$, so the subtraction formulas give

$$R\sin\theta=x\cos x-\sin x,\qquad R\cos\theta=\cos x+x\sin x.$$

Hence $x^2j_1=-R\sin\theta$ and $x^2n_1=-R\cos\theta$. The two functions share one amplitude and differ only in sine against cosine.

In the proof, `hs` and `hc` are the two displayed identities. The square root is replaced by a letter `r` known only to be nonzero, because the cancellation needs nothing else about it.

```lean
/-- Amplitude and phase: at `x ≠ 0`, `j1` and `n1` are the sine and cosine of
`arctan x - x` with the common amplitude `-√(1 + x ^ 2) / x ^ 2`. -/
theorem amplitude_phase {x : ℝ} (hx : x ≠ 0) :
    x ^ 2 * j1 x = -(√(1 + x ^ 2) * Real.sin (hardShift x)) ∧
    x ^ 2 * n1 x = -(√(1 + x ^ 2) * Real.cos (hardShift x)) := by
  obtain ⟨h1, h2⟩ := cleared_forms hx
  have hr : √(1 + x ^ 2) ≠ 0 := by positivity
  have hs : √(1 + x ^ 2) * Real.sin (hardShift x) = x * Real.cos x - Real.sin x := by
    unfold hardShift
    rw [Real.sin_sub, Real.sin_arctan, Real.cos_arctan]
    generalize √(1 + x ^ 2) = r at hr ⊢
    field_simp
  have hc : √(1 + x ^ 2) * Real.cos (hardShift x) = Real.cos x + x * Real.sin x := by
    unfold hardShift
    rw [Real.cos_sub, Real.sin_arctan, Real.cos_arctan]
    generalize √(1 + x ^ 2) = r at hr ⊢
    field_simp
  exact ⟨by linarith, by linarith⟩
```

At $x=0$ either the radius or the wavenumber is zero, and the formulas for $j_1$ and $n_1$ divide by zero. For $\delta=\pi/2$ the wave is $-n_1$, which grows like $1/x^2$ as $x\to0$.

## An impenetrable surface

The hard wall enters as `pWave δ x = 0`, the idealisation of an infinitely high repulsive step. Inserting the amplitude-phase form gives

$$x^2\bigl(\cos\delta\,j_1-\sin\delta\,n_1\bigr)=R\,(\sin\delta\cos\theta-\cos\delta\sin\theta)=R\sin(\delta-\theta).$$

Since $x^2$ and $R$ are nonzero, the wave vanishes exactly when $\delta-\theta$ is an integer multiple of $\pi$. The theorem states this in both directions, for every real $\delta$, including radii where $n_1$ vanishes. The equation above is `key`, obtained by adding the two amplitude identities with weights $\cos\delta$ and $-\sin\delta$. The zeros of the sine then supply the integer.

```lean
/-- The exterior p wave vanishes on a hard sphere of dimensionless radius `x ≠ 0` exactly
when its phase shift is `arctan x - x` up to an integer multiple of `π`. -/
theorem hard_sphere_phase_shift {x : ℝ} (hx : x ≠ 0) (δ : ℝ) :
    pWave δ x = 0 ↔ ∃ n : ℤ, δ = hardShift x + n * π := by
  obtain ⟨h1, h2⟩ := amplitude_phase hx
  have hr : √(1 + x ^ 2) ≠ 0 := by positivity
  -- the surface value is a single sine of the phase difference
  have key : x ^ 2 * pWave δ x = √(1 + x ^ 2) * Real.sin (δ - hardShift x) := by
    unfold pWave
    rw [Real.sin_sub]
    linear_combination Real.cos δ * h1 - Real.sin δ * h2
  constructor
  · intro h
    rw [h, mul_zero] at key
    obtain ⟨n, hn⟩ := Real.sin_eq_zero_iff.mp ((mul_eq_zero.mp key.symm).resolve_left hr)
    exact ⟨n, by linarith⟩
  · rintro ⟨n, hn⟩
    have hs : Real.sin (δ - hardShift x) = 0 :=
      Real.sin_eq_zero_iff.mpr ⟨n, by linarith⟩
    rw [hs, mul_zero] at key
    exact (mul_eq_zero.mp key).resolve_left (pow_ne_zero 2 hx)
```

Without the wall condition the shift is not determined. At $x=1$ the choice $\delta=0$ describes a free particle: its wave has the surface value $\sin1-\cos1\approx0.301$, and $0$ is not of the form $\tfrac{\pi}{4}-1+n\pi$.

In a partial-wave calculation of elastic scattering of one particle from a single hard sphere, the shift enters the p-wave cross section $\sigma_1=12\pi\sin^2\delta/k^2$. For $ka=1$ one has $\delta\approx-0.2146$, $\sin^2\delta\approx0.0454$ and $\sigma_1\approx1.71\,a^2$. The integer $n$ drops out. It also drops out of $e^{i\delta}\sin\delta$, the combination that describes the p-wave part of such a scatterer in multiple-scattering theory.

## A nonzero Neumann function

The familiar formula $\tan\delta=j_1/n_1$ needs $n_1\neq0$, which means that the phase shift isn't an odd multiple of $\pi/2$. From $x^2n_1=-R\cos\theta$, the conditions $n_1\neq0$ and $\cos\theta\neq0$ are equivalent for $x\neq0$. Dividing the two amplitude identities then gives

$$\frac{j_1(x)}{n_1(x)}=\tan(\arctan x-x).$$

The theorem is an equivalence: $n_1$ is nonzero exactly when $\cos\theta$ is nonzero and the quotient equals the tangent. Lean assigns the value zero to division by zero, so at a zero of $n_1$ the bare equation would read $0=0$; the separate condition on the cosine excludes that reading.

In the forward direction the proof first derives `hc`, then cross-multiplies and combines the amplitude identities. In the reverse direction $n_1=0$ would force $R\cos\theta=0$, which is impossible.

```lean
/-- At `x ≠ 0`, the function `n1` is nonzero exactly when the tangent of `arctan x - x` is
finite and equals `j1 / n1`. -/
theorem quotient_eq_tan {x : ℝ} (hx : x ≠ 0) :
    n1 x ≠ 0 ↔
      Real.cos (hardShift x) ≠ 0 ∧ j1 x / n1 x = Real.tan (hardShift x) := by
  obtain ⟨h1, h2⟩ := amplitude_phase hx
  have hr : √(1 + x ^ 2) ≠ 0 := by positivity
  constructor
  · intro hn
    have hc : Real.cos (hardShift x) ≠ 0 := by
      intro h
      rw [h, mul_zero, neg_zero] at h2
      exact mul_ne_zero (pow_ne_zero 2 hx) hn h2
    refine ⟨hc, ?_⟩
    rw [Real.tan_eq_sin_div_cos, div_eq_div_iff hn hc]
    apply mul_left_cancel₀ (pow_ne_zero 2 hx)
    linear_combination Real.cos (hardShift x) * h1 - Real.sin (hardShift x) * h2
  · rintro ⟨hc, _⟩ hn
    rw [hn, mul_zero] at h2
    exact mul_ne_zero hr hc (by linarith)
```

A zero of $n_1$ lies at $x\approx2.798$. There $\theta=-\pi/2$ and the quotient has no finite value, yet the surface condition still gives a definite shift modulo $\pi$.

## Small radius compared with the wavelength

Letting $x$ decrease to zero describes slow particles or a small sphere. The cleared forms split the quotient into two factors with known limits:

$$\frac{j_1/n_1}{x^3}=\frac{(\sin x-x\cos x)/x^3}{-\cos x-x\sin x}.$$

The numerator is of the type $0/0$. Differentiating $\sin x-x\cos x$ gives $x\sin x$, and differentiating $x^3$ gives $3x^2$, so l'Hôpital's rule leaves $\sin x/(3x)\to1/3$. The denominator tends to $-1$, and the whole expression tends to $-1/3$. No separate condition on $n_1$ is needed, because $x^2n_1\to-1$ keeps it nonzero near zero.

In Lean, `𝓝[>] 0` restricts the approach to positive $x$. The statement `hs` is the limit of $\sin x/x$, read off from the slope of the sine at zero; `hA` is the l'Hôpital step and `hB` the limit of the denominator. The last lines identify their quotient with the original expression for $x>0$.

```lean
/-- Threshold law for the quotient: `(j1 / n1) / x ^ 3` tends to `-1/3` as `x`
decreases to zero. -/
theorem quotient_threshold :
    Tendsto (fun x => j1 x / n1 x / x ^ 3) (𝓝[>] 0) (𝓝 (-1 / 3)) := by
  have hs : Tendsto (fun x : ℝ => Real.sin x / x) (𝓝[>] 0) (𝓝 1) := by
    simpa [div_eq_inv_mul] using (Real.hasDerivAt_sin 0).tendsto_slope_zero_right
  -- l'Hôpital's rule for the numerator
  have hA : Tendsto (fun x : ℝ => (Real.sin x - x * Real.cos x) / x ^ 3)
      (𝓝[>] 0) (𝓝 (1 / 3)) := by
    refine HasDerivAt.lhopital_zero_nhdsGT (f' := fun x => x * Real.sin x)
      (g' := fun x => 3 * x ^ 2) ?_ ?_ ?_ ?_ ?_ ?_
    · exact Eventually.of_forall fun x => ((Real.hasDerivAt_sin x).fun_sub
        ((hasDerivAt_id' x).fun_mul (Real.hasDerivAt_cos x))).congr_deriv (by ring)
    · exact Eventually.of_forall fun x => by simpa using hasDerivAt_pow 3 x
    · filter_upwards [self_mem_nhdsWithin] with x hx
      have hx' : 0 < x := hx
      positivity
    · have h : Continuous (fun x : ℝ => Real.sin x - x * Real.cos x) := by fun_prop
      simpa using (h.tendsto 0).mono_left nhdsWithin_le_nhds
    · have h : Continuous (fun x : ℝ => x ^ 3) := by fun_prop
      simpa using (h.tendsto 0).mono_left nhdsWithin_le_nhds
    · refine (hs.div_const 3).congr' ?_
      filter_upwards [self_mem_nhdsWithin] with x hx
      have hx' : x ≠ 0 := ne_of_gt hx
      field_simp
  have hB : Tendsto (fun x : ℝ => -Real.cos x - x * Real.sin x) (𝓝[>] 0) (𝓝 (-1)) := by
    have h : Continuous (fun x : ℝ => -Real.cos x - x * Real.sin x) := by fun_prop
    simpa using (h.tendsto 0).mono_left nhdsWithin_le_nhds
  rw [show (-1 / 3 : ℝ) = 1 / 3 / (-1) by norm_num]
  refine (hA.div hB (by norm_num)).congr' ?_
  filter_upwards [self_mem_nhdsWithin] with x hx
  have hx' : x ≠ 0 := ne_of_gt hx
  obtain ⟨h1, h2⟩ := cleared_forms hx'
  change (Real.sin x - x * Real.cos x) / x ^ 3 / (-Real.cos x - x * Real.sin x) =
    j1 x / n1 x / x ^ 3
  rw [← mul_div_mul_left (j1 x) (n1 x) (pow_ne_zero 2 hx'), h1, h2]
  exact div_right_comm _ _ _

end

end HardSpherePWave
```

The restriction to positive $x$ is physical; the expression is even in $x$, so its limit from the left is the same. Smallness does matter: at $x=\pi$ one finds $j_1/n_1=\pi$, and $(j_1/n_1)/x^3=1/\pi^2$ is not even negative. At $ka=0.1$ the quotient is about $-3.313\times10^{-4}$, against $-3.333\times10^{-4}$ from $-(ka)^3/3$. The limit is proved for the quotient; the series of $\arctan x$ gives the same leading term for $\theta$ itself.

```lean
#print axioms HardSpherePWave.pWave_radial_equation
#print axioms HardSpherePWave.hard_sphere_phase_shift
#print axioms HardSpherePWave.quotient_eq_tan
#print axioms HardSpherePWave.quotient_threshold
```

```
'HardSpherePWave.pWave_radial_equation' depends on axioms: [propext, Classical.choice, Quot.sound]
'HardSpherePWave.hard_sphere_phase_shift' depends on axioms: [propext, Classical.choice, Quot.sound]
'HardSpherePWave.quotient_eq_tan' depends on axioms: [propext, Classical.choice, Quot.sound]
'HardSpherePWave.quotient_threshold' depends on axioms: [propext, Classical.choice, Quot.sound]
```
